# Linearized amplitude and lambda Jacobi iterations with shared denominators have the same worst-case error bounds up to constant factors

## Solving for the multipliers after the amplitudes

A coupled-cluster gradient or one-particle response density is usually computed from a second set of unknowns, solved for once the amplitudes have converged: the multipliers of the lambda equations, which spare a separate solution of perturbed amplitude equations for each perturbation. The simplest solver repeats the amplitude update, dividing each residual component by an orbital-energy denominator and subtracting it, with the denominators left unchanged. The result below concerns this step, with the amplitude equations linearized at their solution and no extrapolation of the iterates. Under these restrictions the two iterations have iteration matrices with the same characteristic polynomial, and an asymptotic error bound, understood up to a constant factor, holds from every starting vector for one exactly when it does for the other.

## The Jacobian and its transpose

Let $i, j$ run over a finite set of $N$ excitations. The amplitudes $t_i$ solve $\Omega_i(t) = 0$, where $\Omega_i$ is the projected residual, and the energy is a function $E(t)$. The Lagrangian $E(t) + \sum_j l_j \Omega_j(t)$ is stationary in $t$ when

$$\sum_j l_j J_{ji} + \eta_i = 0, \qquad J_{ij} = \frac{\partial \Omega_i}{\partial t_j}, \qquad \eta_i = \frac{\partial E}{\partial t_i},$$

with the derivatives taken at the amplitude solution $t_0$. These are the lambda equations $lJ + \eta = 0$ for the row vector $l$, and they are exactly linear. Near $t_0$ the residual is $\Omega(t) \approx J(t - t_0) = Jt - b$ with $b = Jt_0$. With nonzero denominators $d_i$ and $D = \mathrm{diag}(d_i)$ the updates are

$$t_i \leftarrow t_i - \frac{(Jt)_i - b_i}{d_i}, \qquad l_i \leftarrow l_i - \frac{(lJ)_i + \eta_i}{d_i}.$$

For canonical orbitals $d_i$ is the sum of the virtual minus the sum of the occupied orbital energies of excitation $i$, and a gap between the two sets makes every $d_i$ positive; the results need only $d_i \neq 0$. Since $(lJ)_i = (J^{T} l)_i$, the iteration matrices are

$$G = 1 - D^{-1}J, \qquad G' = 1 - D^{-1}J^{T}.$$

## What the theorems say about $G$ and $G'$

In the file the excitations form a finite type `n` of any size, vectors are functions `n → ℂ`, and `J` is an arbitrary complex square matrix. The denominators `d : n → ℂˣ` take values in the units of $\mathbb{C}$, the nonzero complex numbers, so `(denom d)⁻¹` is a true inverse and never Mathlib's default value for a singular matrix. The matrix `iterMatrix W J` is $1 - WJ$ for a general preconditioner $W$; `jacobiMatrix d J` is $G$ and `jacobiMatrix d Jᵀ` is $G'$. The product `J *ᵥ t` is $Jt$ and `l ᵥ* J` is $lJ$, so `ampStep` and `multStep` are the two updates above. The transpose carries no complex conjugation, in agreement with the bilinear pairing $\sum_j l_j\Omega_j$.

The theorem `charpoly_jacobiMatrix_transpose` states $\chi_G = \chi_{G'}$, where $\chi_M(z) = \det(z - M)$. It is a case of `charpoly_iterMatrix_transpose`, which allows any $W$ with $W^T = W$, invertible or not. The theorem `spectralRadius_jacobiMatrix_transpose` equates the suprema of $|z|$ over the two spectra.

The predicate `ErrorDecays F x₀ f` says that for every starting vector $x$ there is a constant $C$, allowed to depend on $x$, with $\|F^k(x) - x_0\| \le C\,|f(k)|$ for all large enough $k$. Here $F^k$ is the $k$-fold iterate `F^[k]`, the norm is the largest modulus of a component, and $f$ is any real sequence, for example $\rho^k$ or $k^m\rho^k$ with a number $\rho > 0$ and an integer $m \ge 0$. The theorem `amplitude_rate_iff_multiplier_rate` assumes `ht`, that $Jt_0 = b$, and `hl`, that $l_0J + \eta = 0$. These say that $t_0$ and $l_0$ solve the two linear equations; uniqueness is not assumed, and $J$ may be singular. The conclusion is that the amplitude errors are $O(f(k))$ from every start if and only if the multiplier errors are.

The statement is an equivalence, so it does not show that either iteration converges, and it does not tie the admissible $f$ to the spectral radius. It compares worst cases over starting vectors, and a particular guess may do better in one iteration than in the other. That $J$, $\eta$ and $d$ come from a Hamiltonian is not used, and the nonlinear terms of $\Omega$ are absent. For a finite-basis calculation with plain Jacobi updates in the linearized regime, it means that with any set of nonzero denominators used in both iterations, level-shifted ones included, the lambda equations have the same worst-case asymptotic bounds as the amplitudes, up to constant factors.

## Equal characteristic polynomials

For $N\times N$ matrices $A, B$ and a number $w$, let $M = \begin{pmatrix} w & A \\ B & 1\end{pmatrix}$ in block form. Then

$$\begin{pmatrix} 1 & -A \\ 0 & 1\end{pmatrix} M = \begin{pmatrix} w - AB & 0 \\ B & 1\end{pmatrix}, \qquad \begin{pmatrix} 1 & 0 \\ -B & w\end{pmatrix} M = \begin{pmatrix} w & A \\ 0 & w - BA\end{pmatrix}.$$

The determinants give $\det M = \det(w - AB)$ and $w^N \det M = w^N \det(w - BA)$. Hence $\chi_{AB}(w) = \chi_{BA}(w)$ for $w \ne 0$, and for all $w$ because both sides are polynomials. Applied to the pair $-A$, $B$ at $w = z - 1$, this gives

$$\chi_{1-AB}(z) = \det\big((z-1) + AB\big) = \chi_{-AB}(z-1) = \chi_{-BA}(z-1) = \chi_{1-BA}(z).$$

Now let $W^T = W$. Then $(1 - WJ^T)^T = 1 - JW^T = 1 - JW$, and a matrix has the determinant of its transpose, so

$$\chi_{1 - WJ^T} = \chi_{1 - JW} = \chi_{1 - WJ}.$$

The matrix $D^{-1} = \mathrm{diag}(1/d_i)$ is symmetric, so $\chi_G = \chi_{G'}$. The eigenvalues are the roots of $\chi$, and the spectral radii agree.

## Equal error bounds from the powers of $G$ and $G'$

The characteristic polynomial does not fix how powers grow: $\rho \cdot 1$ and $\begin{pmatrix}\rho & 1\\ 0 & \rho\end{pmatrix}$ share it, but the second has the entry $k\rho^{k-1}$ in its $k$-th power. The rate statement therefore uses a direct relation between the powers. From $G'^T = 1 - JD^{-1}$,

$$DG = D - J = G'^T D .$$

Moving $D$ through one factor at a time gives $DG^k = (G'^T)^k D = (G'^k)^T D$, and the $(i,j)$ entry reads

$$(G'^k)_{ji}\, d_j = d_i\, (G^k)_{ij}.$$

Let $e = t - t_0$. Because $b = Jt_0$, one update sends $e$ to $e - D^{-1}Je = Ge$, so after $k$ updates from $x$ the error is $G^k(x - t_0)$. Starting from $t_0$ plus the $j$-th unit vector, the $i$-th error component is $(G^k)_{ij}$; bounded errors from every start therefore bound every entry. Conversely, the $i$-th error component from any start is $\sum_j (G^k)_{ij}(x - t_0)_j$, a finite sum with coefficients independent of $k$, so bounds on the entries bound the errors. The multiplier update is the amplitude update with $J \to J^T$ and $b \to -\eta$, and $J^Tl_0 = -\eta$, so the same equivalence holds for $G'$. The entries $(G'^k)_{ji}$ and $(G^k)_{ij}$ differ by the factor $d_i/d_j$, which is finite, nonzero and independent of $k$. All entries of $G^k$ are thus $O(f(k))$ exactly when all entries of $G'^k$ are.

## Two excitations in numbers

Label the excitations $0$ and $1$, and take $d_0 = 1$, $d_1 = 2$,

$$J = \begin{pmatrix} 1 & 1/2 \\ 1 & 2\end{pmatrix}, \qquad G = \begin{pmatrix} 0 & -1/2 \\ -1/2 & 0\end{pmatrix}, \qquad G' = \begin{pmatrix} 0 & -1 \\ -1/4 & 0\end{pmatrix}.$$

Both polynomials are $z^2 - 1/4$ and both radii are $1/2$. The entry relation at $k = 1$, $i = 0$, $j = 1$ reads $(-1/4)\cdot 2 = 1\cdot(-1/2)$. Let both solution vectors be $(1,1)$, so that $b = (3/2, 3)$ and $\eta = (-2, -5/2)$, and start both iterations from zero. The amplitude errors are $(-1,-1)$, $(1/2, 1/2)$, $(-1/4,-1/4)$, with norms $1, 1/2, 1/4$. The multiplier errors are $(-1,-1)$, $(1, 1/4)$, $(-1/4,-1/4)$, with norms $1, 1, 1/4$. The sequences differ step by step, while $G^2 = G'^2 = \tfrac14\cdot 1$ makes both $O(2^{-k})$.

## A non-symmetric preconditioner

The theorem `charpoly_ne_of_nonsymmetric` takes

$$W = \begin{pmatrix} 1 & 1 \\ 0 & 1\end{pmatrix}, \qquad J = \begin{pmatrix} 1 & 0 \\ 1 & 1\end{pmatrix},$$

and states that $\det W = 1$ and $\chi_{1-WJ} \neq \chi_{1-WJ^T}$, so invertibility of $W$ does not replace symmetry. Multiplying out,

$$1 - WJ = \begin{pmatrix} -1 & -1 \\ -1 & 0\end{pmatrix}, \qquad 1 - WJ^T = \begin{pmatrix} 0 & -2 \\ 0 & 0\end{pmatrix},$$

with polynomials $z^2 + z - 1$ and $z^2$. The first matrix has an eigenvalue of modulus $(1+\sqrt5)/2 > 1$, and the second squares to zero. These explicit polynomials, the Jordan-block comparison and the two-excitation numbers are worked out by hand here and are not theorems of the file.

## The Lean file

```lean
import Mathlib

open Matrix Filter Asymptotics

namespace LambdaJacobi

noncomputable section

variable {n : Type*} [Fintype n] [DecidableEq n]

/-- The iteration matrix `1 - W J` for a Jacobian `J` and a preconditioner `W`. -/
def iterMatrix (W J : Matrix n n ℂ) : Matrix n n ℂ := 1 - W * J

/-- The diagonal matrix `D` of nonzero energy denominators `d i`. -/
def denom (d : n → ℂˣ) : Matrix n n ℂ := diagonal fun i => (d i : ℂ)

/-- The Jacobi iteration matrix `1 - D⁻¹ J`. -/
def jacobiMatrix (d : n → ℂˣ) (J : Matrix n n ℂ) : Matrix n n ℂ := iterMatrix (denom d)⁻¹ J

/-- One Jacobi update of the amplitudes for the linearized equations `J t = b`:
each residual component is divided by its denominator and subtracted. -/
def ampStep (d : n → ℂˣ) (J : Matrix n n ℂ) (b t : n → ℂ) : n → ℂ :=
  fun i => t i - ((J *ᵥ t) i - b i) / (d i : ℂ)

/-- One Jacobi update of the multipliers for the lambda equations `l J + η = 0`. -/
def multStep (d : n → ℂˣ) (J : Matrix n n ℂ) (η l : n → ℂ) : n → ℂ :=
  fun i => l i - ((l ᵥ* J) i + η i) / (d i : ℂ)

/-- From every starting vector, the distance of the `k`-th iterate of `F` to `x₀` is
`O(f k)` as `k → ∞`. -/
def ErrorDecays (F : (n → ℂ) → (n → ℂ)) (x₀ : n → ℂ) (f : ℕ → ℝ) : Prop :=
  ∀ x, (fun k => F^[k] x - x₀) =O[atTop] f

/-- The matrices `1 - A B` and `1 - B A` have the same characteristic polynomial. -/
theorem charpoly_one_sub_mul_comm (A B : Matrix n n ℂ) :
    (1 - A * B).charpoly = (1 - B * A).charpoly := by
  apply Polynomial.funext
  intro z
  -- shift the spectral parameter by one
  have key : ∀ M : Matrix n n ℂ,
      Polynomial.eval z (1 - M).charpoly = Polynomial.eval (z - 1) (-M).charpoly := by
    intro M
    rw [eval_charpoly, eval_charpoly, _root_.map_sub (scalar n), _root_.map_one (scalar n)]
    congr 1
    abel
  rw [key, key, ← neg_mul A B, charpoly_mul_comm (-A) B, mul_neg]

/-- For a symmetric preconditioner `W`, the matrices `1 - W J` and `1 - W Jᵀ` have the same
characteristic polynomial. -/
theorem charpoly_iterMatrix_transpose (W J : Matrix n n ℂ) (hW : Wᵀ = W) :
    (iterMatrix W J).charpoly = (iterMatrix W Jᵀ).charpoly := by
  rw [← charpoly_transpose (iterMatrix W Jᵀ)]
  unfold iterMatrix
  -- the transpose of `1 - W Jᵀ` is `1 - J W`
  rw [transpose_sub, transpose_one, transpose_mul, transpose_transpose, hW]
  exact charpoly_one_sub_mul_comm W J

/-- The inverse of the denominator matrix is diagonal with the reciprocal denominators. -/
theorem inv_denom (d : n → ℂˣ) : (denom d)⁻¹ = diagonal fun i => (d i : ℂ)⁻¹ := by
  apply inv_eq_right_inv
  rw [denom, diagonal_mul_diagonal, ← diagonal_one]
  congr 1
  funext i
  exact mul_inv_cancel₀ (d i).ne_zero

/-- The amplitude and multiplier iteration matrices `1 - D⁻¹ J` and `1 - D⁻¹ Jᵀ` have the
same characteristic polynomial. -/
theorem charpoly_jacobiMatrix_transpose (d : n → ℂˣ) (J : Matrix n n ℂ) :
    (jacobiMatrix d J).charpoly = (jacobiMatrix d Jᵀ).charpoly :=
  charpoly_iterMatrix_transpose _ J (by rw [inv_denom, diagonal_transpose])

/-- The matrices `1 - D⁻¹ J` and `1 - D⁻¹ Jᵀ` have the same spectral radius. -/
theorem spectralRadius_jacobiMatrix_transpose (d : n → ℂˣ) (J : Matrix n n ℂ) :
    spectralRadius ℂ (jacobiMatrix d J) = spectralRadius ℂ (jacobiMatrix d Jᵀ) := by
  have h : ∀ (M : Matrix n n ℂ) (z : ℂ),
      z ∈ spectrum ℂ M ↔ Polynomial.eval z M.charpoly = 0 := by
    intro M z
    exact Matrix.mem_spectrum_iff_isRoot_charpoly
  have hs : spectrum ℂ (jacobiMatrix d J) = spectrum ℂ (jacobiMatrix d Jᵀ) := by
    ext z
    rw [h, h, charpoly_jacobiMatrix_transpose]
  unfold spectralRadius
  rw [hs]

/-- With `G = 1 - D⁻¹ J` and `G' = 1 - D⁻¹ Jᵀ`, the powers satisfy
`(G'ᵏ) j i * d j = d i * (Gᵏ) i j`. -/
theorem pow_entry (d : n → ℂˣ) (J : Matrix n n ℂ) (k : ℕ) (i j : n) :
    (jacobiMatrix d Jᵀ ^ k) j i * (d j : ℂ) = (d i : ℂ) * (jacobiMatrix d J ^ k) i j := by
  have hW : ((denom d)⁻¹)ᵀ = (denom d)⁻¹ := by rw [inv_denom, diagonal_transpose]
  have h1 : denom d * (denom d)⁻¹ = 1 := by
    rw [inv_denom, denom, diagonal_mul_diagonal, ← diagonal_one]
    congr 1
    funext i
    exact mul_inv_cancel₀ (d i).ne_zero
  have h2 : (denom d)⁻¹ * denom d = 1 := mul_eq_one_comm.1 h1
  -- `D G = D - J = G'ᵀ D`
  have h : SemiconjBy (denom d) (jacobiMatrix d J) (jacobiMatrix d Jᵀ)ᵀ := by
    unfold SemiconjBy jacobiMatrix iterMatrix
    rw [transpose_sub, transpose_one, transpose_mul, transpose_transpose, hW, mul_sub, sub_mul,
      mul_one, one_mul, ← mul_assoc, h1, one_mul, mul_assoc, h2, mul_one]
  have hk : denom d * jacobiMatrix d J ^ k = (jacobiMatrix d Jᵀ)ᵀ ^ k * denom d :=
    SemiconjBy.pow_right h k
  rw [← transpose_pow] at hk
  have hij := congrFun (congrFun hk i) j
  rw [denom, diagonal_mul, mul_diagonal, transpose_apply] at hij
  exact hij.symm

/-- If `J t₀ = b`, the amplitude error after `k` Jacobi updates is `(1 - D⁻¹ J)ᵏ` applied to
the initial error. -/
theorem iterate_error (d : n → ℂˣ) {J : Matrix n n ℂ} {b t₀ : n → ℂ} (hJ : J *ᵥ t₀ = b)
    (k : ℕ) (t : n → ℂ) :
    (ampStep d J b)^[k] t - t₀ = (jacobiMatrix d J ^ k) *ᵥ (t - t₀) := by
  have step : ∀ s, ampStep d J b s - t₀ = jacobiMatrix d J *ᵥ (s - t₀) := by
    intro s
    subst hJ
    funext i
    simp only [ampStep, jacobiMatrix, iterMatrix, inv_denom, sub_mulVec, one_mulVec,
      ← mulVec_mulVec, mulVec_sub, Pi.sub_apply, mulVec_diagonal]
    ring
  induction k with
  | zero => simp
  | succ k ih => rw [Function.iterate_succ_apply', step, ih, mulVec_mulVec, ← pow_succ']

/-- If `J t₀ = b`, the amplitude errors from all starting vectors are `O(f k)` exactly when
all entries of `(1 - D⁻¹ J)ᵏ` are `O(f k)`. -/
theorem errorDecays_iff_entries (d : n → ℂˣ) {J : Matrix n n ℂ} {b t₀ : n → ℂ}
    (hJ : J *ᵥ t₀ = b) (f : ℕ → ℝ) :
    ErrorDecays (ampStep d J b) t₀ f ↔
      ∀ i j, (fun k => (jacobiMatrix d J ^ k) i j) =O[atTop] f := by
  unfold ErrorDecays
  simp only [iterate_error d hJ]
  constructor
  · -- start one unit vector away from the solution
    intro h i j
    have h1 := h (Pi.single j 1 + t₀)
    simp only [add_sub_cancel_right] at h1
    refine (isBigO_pi.1 h1 i).congr_left fun k => ?_
    show ∑ x, (jacobiMatrix d J ^ k) i x * (Pi.single j (1 : ℂ) : n → ℂ) x = _
    simp [Pi.single_apply]
  · -- each error component is a fixed linear combination of entries
    intro h x
    refine isBigO_pi.2 fun i => ?_
    have h1 : ∀ j ∈ (Finset.univ : Finset n),
        (fun k => (x - t₀) j * (jacobiMatrix d J ^ k) i j) =O[atTop] f :=
      fun j _ => (h i j).const_mul_left _
    refine (IsBigO.sum h1).congr_left fun k => ?_
    simp only [Finset.sum_apply, Matrix.mulVec, dotProduct]
    exact Finset.sum_congr rfl fun j _ => mul_comm _ _

/-- Let `J t₀ = b` and `l₀ J + η = 0`. For any rate function `f`, the amplitude errors from all
starting vectors are `O(f k)` if and only if the multiplier errors from all starting vectors
are, when both iterations use the same denominators. -/
theorem amplitude_rate_iff_multiplier_rate (d : n → ℂˣ) (J : Matrix n n ℂ)
    {b t₀ η l₀ : n → ℂ} (ht : J *ᵥ t₀ = b) (hl : l₀ ᵥ* J + η = 0) (f : ℕ → ℝ) :
    ErrorDecays (ampStep d J b) t₀ f ↔ ErrorDecays (multStep d J η) l₀ f := by
  -- the multiplier update is the amplitude update for the transposed Jacobian
  have hstep : multStep d J η = ampStep d Jᵀ (-η) := by
    funext l i
    simp only [multStep, ampStep, mulVec_transpose, Pi.neg_apply, sub_neg_eq_add]
  have hl' : Jᵀ *ᵥ l₀ = -η := by
    rw [mulVec_transpose]
    exact eq_neg_of_add_eq_zero_left hl
  have h1 : ∀ k i j, (jacobiMatrix d Jᵀ ^ k) j i
      = (d i : ℂ) / (d j : ℂ) * (jacobiMatrix d J ^ k) i j := by
    intro k i j
    rw [div_mul_eq_mul_div, eq_div_iff (d j).ne_zero]
    exact pow_entry d J k i j
  have h2 : ∀ k i j, (jacobiMatrix d J ^ k) i j
      = (d j : ℂ) / (d i : ℂ) * (jacobiMatrix d Jᵀ ^ k) j i := by
    intro k i j
    rw [div_mul_eq_mul_div, eq_div_iff (d i).ne_zero]
    linear_combination -(pow_entry d J k i j)
  rw [hstep, errorDecays_iff_entries d ht, errorDecays_iff_entries d hl']
  constructor
  · intro h j i
    exact ((h i j).const_mul_left _).congr_left fun k => (h1 k i j).symm
  · intro h i j
    exact ((h j i).const_mul_left _).congr_left fun k => (h2 k i j).symm

/-- A non-symmetric preconditioner `W` of determinant one and a Jacobian `J` for which
`1 - W J` and `1 - W Jᵀ` have different characteristic polynomials. -/
theorem charpoly_ne_of_nonsymmetric :
    (!![1, 1; 0, 1] : Matrix (Fin 2) (Fin 2) ℂ).det = 1 ∧
    (iterMatrix !![1, 1; 0, 1] !![1, 0; 1, 1]).charpoly ≠
      (iterMatrix !![1, 1; 0, 1] (!![1, 0; 1, 1])ᵀ).charpoly := by
  refine ⟨by simp [det_fin_two], fun h => ?_⟩
  have hT : (!![1, 0; 1, 1] : Matrix (Fin 2) (Fin 2) ℂ)ᵀ = !![1, 1; 0, 1] := by
    ext i j
    fin_cases i <;> fin_cases j <;> simp
  -- compare the values at zero
  have h0 := congrArg (Polynomial.eval 0) h
  simp only [iterMatrix, hT, Matrix.mul_fin_two, eval_charpoly, _root_.map_zero,
    det_fin_two] at h0
  norm_num [Matrix.one_apply] at h0

end

end LambdaJacobi
```

```lean
#print axioms LambdaJacobi.spectralRadius_jacobiMatrix_transpose
-- 'LambdaJacobi.spectralRadius_jacobiMatrix_transpose' depends on axioms: [propext, Classical.choice, Quot.sound]
#print axioms LambdaJacobi.amplitude_rate_iff_multiplier_rate
-- 'LambdaJacobi.amplitude_rate_iff_multiplier_rate' depends on axioms: [propext, Classical.choice, Quot.sound]
#print axioms LambdaJacobi.charpoly_ne_of_nonsymmetric
-- 'LambdaJacobi.charpoly_ne_of_nonsymmetric' depends on axioms: [propext, Classical.choice, Quot.sound]
```

## From cyclic products to the spectral radius

In `charpoly_one_sub_mul_comm`, `Polynomial.funext` reduces equality of complex polynomials to equality of their values at every `z`. The local statement `key` is the shift $\chi_{1-M}(z) = \chi_{-M}(z-1)$, here for an arbitrary square matrix `M`: `eval_charpoly` turns both values into determinants, and `abel` checks that the matrices inside agree. The block-determinant step is not repeated, since Mathlib supplies it as `charpoly_mul_comm`, used for the pair `(-A)` and `B`.

In `charpoly_iterMatrix_transpose`, the first rewrite with `charpoly_transpose` replaces $1 - WJ^T$ by its transpose, the chain that ends in `hW` brings this to $1 - JW$, and the preceding theorem closes the goal. The lemma `inv_denom` identifies $D^{-1}$ by showing that $\mathrm{diag}(1/d_i)$ is a right inverse of $D$. With `diagonal_transpose` it provides the symmetry that `charpoly_jacobiMatrix_transpose` passes on. For the spectral radius, `Matrix.mem_spectrum_iff_isRoot_charpoly` identifies the spectrum with the roots, `hs` concludes that the two spectra are the same set, and the suprema then coincide.

## From the intertwining relation to the rate equivalence

In `pow_entry` the relation $DG = G'^TD$ is written as `SemiconjBy (denom d) (jacobiMatrix d J) (jacobiMatrix d Jᵀ)ᵀ`, and `h1` and `h2` cancel $DD^{-1}$ on the left side and $D^{-1}D$ on the right, leaving $D - J$ on both. The lemma `SemiconjBy.pow_right` moves $D$ through $k$ factors, and `diagonal_mul` and `mul_diagonal` read off the $(i,j)$ entry.

In `iterate_error`, `step` is the one-update identity $e \mapsto Ge$, shown componentwise after `subst hJ` has put $Jt_0$ in place of $b$; induction on `k` composes the steps. The two branches of `errorDecays_iff_entries` are the two directions of the argument with unit vectors and finite sums. The first starts from `Pi.single j 1 + t₀` and extracts component `i` with `isBigO_pi`. The second bounds each term by `const_mul_left` and adds the terms by `IsBigO.sum`.

In the rate theorem, `hstep` is the identity `multStep d J η = ampStep d Jᵀ (-η)` and `hl'` is $J^Tl_0 = -\eta$, so that `errorDecays_iff_entries` applies to both sides. The statements `h1` and `h2` solve the entry relation for $(G'^k)_{ji}$ and for $(G^k)_{ij}$, with factors $d_i/d_j$ and $d_j/d_i$, and `const_mul_left` carries the bound across in each direction. The characteristic polynomial plays no part in this proof.

In `charpoly_ne_of_nonsymmetric`, the assumed equality is evaluated at zero as `h0`. The two determinants are $-1$ and $0$, and `norm_num` finds the contradiction.
